# With one excited state and imaginary amplitudes, the second-order hyperfine tensor is symmetric exactly when the amplitude vectors have zero cross product

In a molecule with an orbitally nondegenerate ground state, spin-orbit coupling mixes in excited states, and the orbital motion in the mixed state produces a magnetic field at the nucleus. With spin-orbit coupling modelled as a constant times \(\mathbf L\cdot\mathbf S\), the resulting coupling between nuclear spin component \(i\) and electron spin component \(j\) is

\[
A_{ij}=2\,\mathrm{Re}\sum_n\frac{\langle g|P_i|n\rangle\langle n|L_j|g\rangle}{E_0-E_n}.
\]

Here \(|g\rangle\) is the ground state with energy \(E_0\), and \(|n\rangle\) are the excited states with energies \(E_n\). \(L_j\) is the orbital angular momentum, \(P_i\) is the orbital operator that couples to the nucleus, and coupling constants are set to one. Must this tensor be symmetric?

```lean
import Mathlib

open Matrix

namespace HyperfineAntisymmetry

noncomputable section

variable {m ι : Type*} [Fintype m] [Fintype ι]

/-- The matrix element `⟨φ|X|ψ⟩` of an operator between two states. -/
def amp (φ : m → ℂ) (X : Matrix m m ℂ) (ψ : m → ℂ) : ℂ := star φ ⬝ᵥ (X *ᵥ ψ)

/-- The second-order hyperfine tensor
`A i j = 2 Re ∑ n, ⟨0|P i|n⟩⟨n|L j|0⟩ / (E₀ - E n)`, for excited energies `E n ≠ E₀`. -/
def hyperfine (E₀ : ℝ) (E : ι → ℝ) (ψ₀ : m → ℂ) (ψ : ι → m → ℂ)
    (P L : Fin 3 → Matrix m m ℂ) : Matrix (Fin 3) (Fin 3) ℝ :=
  Matrix.of fun i j =>
    2 * (∑ n, amp ψ₀ (P i) (ψ n) * amp (ψ n) (L j) ψ₀ / ((E₀ - E n : ℝ) : ℂ)).re

/-- The axial vector that collects the three differences `A i j - A j i` of a tensor. -/
def axial (A : Matrix (Fin 3) (Fin 3) ℝ) : Fin 3 → ℝ :=
  ![A 1 2 - A 2 1, A 2 0 - A 0 2, A 0 1 - A 1 0]
```

States are complex vectors indexed by the finite type `m`, operators are matrices, and `ι` labels the excited states. `ψ₀` is \(|g\rangle\), `ψ n` is \(|n\rangle\), and `amp φ X ψ` is \(\langle\varphi|X|\psi\rangle\). Components run over 0, 1, 2. `axial` collects the differences \(A_{ij}-A_{ji}\), which are twice the entries of the antisymmetric part of \(A\), in a vector.

The states and energies are free data: no Hamiltonian, normalisation or orthogonality is assumed. Contact and dipolar hyperfine terms are absent.

## Hermitian \(P\) fixes the reversed amplitude

Hermiticity makes each \(P_i\) an observable. By hand,

\[
\langle n|P_i|g\rangle^*=\Big(\sum_{k,l}n_k^*(P_i)_{kl}\,g_l\Big)^*=\sum_{k,l}g_l^*(P_i)_{lk}\,n_k=\langle g|P_i|n\rangle .
\]

```lean
/-- Exchanging the two states conjugates the matrix element of a Hermitian operator. -/
theorem amp_conj {X : Matrix m m ℂ} (h : X.IsHermitian) (φ ψ : m → ℂ) :
    amp φ X ψ = star (amp ψ X φ) := by
  simp only [amp, dotProduct, mulVec, Finset.mul_sum, star_sum, star_mul', Pi.star_apply,
    star_star]
  rw [Finset.sum_comm]
  refine Finset.sum_congr rfl fun j _ => Finset.sum_congr rfl fun i _ => ?_
  rw [h.apply i j]
  ring
```

The proof expands both sides, exchanges the sums with `Finset.sum_comm`, and uses `h.apply` for \(X_{ji}^*=X_{ij}\).

With no relation between the two amplitudes, every \(\langle g|P_i|n\rangle\) could vanish while \(\langle n|P_i|g\rangle\) did not. Then \(A=0\) is symmetric whatever the cross product. \(L\) enters in one direction only and need not be Hermitian.

## Imaginary amplitudes give real vectors

For real orbitals, angular momentum has imaginary matrix elements. So has \(P_i\), which sums each electron's angular momentum about the nucleus divided by the cube of its distance from it. The hypotheses `ha` and `hb` state this as \(\langle n|L_j|g\rangle=i\,a_{nj}\) and \(\langle n|P_j|g\rangle=i\,b_{nj}\), with \(a_n,b_n\) real vectors. Hermiticity gives \(\langle g|P_i|n\rangle=-i\,b_{ni}\), and \((-i)i=1\), so

\[
A_{ij}=2\sum_n\frac{b_{ni}a_{nj}}{E_0-E_n}.
\]

```lean
/-- For Hermitian `P` and imaginary amplitudes `⟨n|L j|0⟩ = i a n j`, `⟨n|P j|0⟩ = i b n j`, the
hyperfine tensor has the real entries `A i j = 2 ∑ n, b n i * a n j / (E₀ - E n)`. -/
theorem hyperfine_apply {E₀ : ℝ} {E : ι → ℝ} {ψ₀ : m → ℂ} {ψ : ι → m → ℂ}
    {P L : Fin 3 → Matrix m m ℂ} {a b : ι → Fin 3 → ℝ} (hP : ∀ i, (P i).IsHermitian)
    (ha : ∀ n j, amp (ψ n) (L j) ψ₀ = Complex.I * a n j)
    (hb : ∀ n j, amp (ψ n) (P j) ψ₀ = Complex.I * b n j) (i j : Fin 3) :
    hyperfine E₀ E ψ₀ ψ P L i j = 2 * ∑ n, b n i * a n j / (E₀ - E n) := by
  have key : ∀ n, amp ψ₀ (P i) (ψ n) * amp (ψ n) (L j) ψ₀ / ((E₀ - E n : ℝ) : ℂ)
      = ((b n i * a n j / (E₀ - E n) : ℝ) : ℂ) := by
    intro n
    have hs : star (Complex.I * (b n i : ℂ)) = -(Complex.I * (b n i : ℂ)) := by
      simp [mul_comm]
    -- the two factors of `i` combine to `(-i) i = 1`
    have hm : -(Complex.I * (b n i : ℂ)) * (Complex.I * (a n j : ℂ))
        = (b n i : ℂ) * (a n j : ℂ) := by
      linear_combination (-((b n i : ℂ) * (a n j : ℂ))) * Complex.I_sq
    rw [amp_conj (hP i), hb, ha, hs, hm, Complex.ofReal_div, Complex.ofReal_mul]
  simp only [hyperfine, Matrix.of_apply]
  rw [Finset.sum_congr rfl fun n _ => key n, ← Complex.ofReal_sum, Complex.ofReal_re]
```

Here `hs` conjugates the amplitude, `hm` multiplies the factors of \(i\), and `key` shows each term to be real. If the \(L\) amplitudes were real and the \(P\) amplitudes imaginary, every product would be imaginary and \(A\) would vanish for all \(a_n,b_n\).

Subtracting the transpose gives

\[
A_{ij}-A_{ji}=2\sum_n\frac{a_{ni}b_{nj}-a_{nj}b_{ni}}{E_n-E_0},
\]

so the axial vector is \(2\sum_n(a_n\times b_n)/(E_n-E_0)\). Its three components are the only independent differences \(A_{ij}-A_{ji}\), so it vanishes exactly when \(A\) is symmetric.

```lean
/-- A tensor is symmetric exactly when its axial vector vanishes. -/
theorem isSymm_iff_axial (A : Matrix (Fin 3) (Fin 3) ℝ) : A.IsSymm ↔ axial A = 0 := by
  constructor
  · intro h
    have h1 := h.apply 1 2
    have h2 := h.apply 0 2
    have h3 := h.apply 0 1
    ext k
    fin_cases k <;> simp [axial, h1, h2, h3]
  · intro h
    have h1 : A 1 2 - A 2 1 = 0 := congrFun h 0
    have h2 : A 2 0 - A 0 2 = 0 := congrFun h 1
    have h3 : A 0 1 - A 1 0 = 0 := congrFun h 2
    apply Matrix.IsSymm.ext
    intro i j
    fin_cases i <;> fin_cases j <;> simp <;> linarith

/-- For Hermitian `P` and imaginary amplitudes `i a n` of `L` and `i b n` of `P`, each excited
state adds `2 (a n × b n) / (E n - E₀)` to the axial vector of the hyperfine tensor. -/
theorem axial_hyperfine {E₀ : ℝ} {E : ι → ℝ} {ψ₀ : m → ℂ} {ψ : ι → m → ℂ}
    {P L : Fin 3 → Matrix m m ℂ} {a b : ι → Fin 3 → ℝ} (hP : ∀ i, (P i).IsHermitian)
    (ha : ∀ n j, amp (ψ n) (L j) ψ₀ = Complex.I * a n j)
    (hb : ∀ n j, amp (ψ n) (P j) ψ₀ = Complex.I * b n j) :
    axial (hyperfine E₀ E ψ₀ ψ P L)
      = (2 : ℝ) • ∑ n, (E n - E₀)⁻¹ • (a n ⨯₃ b n) := by
  -- antisymmetrise the sum over states term by term
  have key : ∀ i j, hyperfine E₀ E ψ₀ ψ P L i j - hyperfine E₀ E ψ₀ ψ P L j i
      = 2 * ∑ n, (E n - E₀)⁻¹ * (a n i * b n j - a n j * b n i) := by
    intro i j
    rw [hyperfine_apply hP ha hb i j, hyperfine_apply hP ha hb j i, ← mul_sub,
      ← Finset.sum_sub_distrib]
    congr 1
    refine Finset.sum_congr rfl fun n _ => ?_
    rw [← neg_sub (E n) E₀, div_neg, div_neg]
    ring
  ext k
  fin_cases k <;> simp [axial, key, cross_apply, Finset.sum_apply]
```

The first proof checks the entries. In the second, `key` is the subtraction above, and `fin_cases k` matches it to the components of the cross product.

## A nonzero excitation energy

Nondegenerate perturbation theory needs \(E_1\neq E_0\). With one excited state the axial vector is \(2(a\times b)/(E_1-E_0)\), and the nonzero prefactor can be removed. The sign of \(E_1-E_0\) is irrelevant to symmetry.

```lean
/-- With one excited state, `E₁ ≠ E₀`, Hermitian `P` and imaginary amplitudes `i a` of `L` and
`i b` of `P`, the hyperfine tensor is symmetric exactly when `a × b = 0`. -/
theorem one_state_isSymm_iff {E₀ E₁ : ℝ} (hE : E₁ ≠ E₀) {ψ₀ ψ₁ : m → ℂ}
    {P L : Fin 3 → Matrix m m ℂ} {a b : Fin 3 → ℝ} (hP : ∀ i, (P i).IsHermitian)
    (ha : ∀ j, amp ψ₁ (L j) ψ₀ = Complex.I * a j)
    (hb : ∀ j, amp ψ₁ (P j) ψ₀ = Complex.I * b j) :
    (hyperfine E₀ (fun _ : Unit => E₁) ψ₀ (fun _ => ψ₁) P L).IsSymm ↔ a ⨯₃ b = 0 := by
  rw [isSymm_iff_axial, axial_hyperfine (a := fun _ : Unit => a) (b := fun _ : Unit => b) hP
    (fun _ => ha) (fun _ => hb)]
  have h : E₁ - E₀ ≠ 0 := sub_ne_zero.mpr hE
  simp [h]
```

The type `Unit` supplies the single label. The proof rewrites symmetry as a vanishing axial vector, and `simp [h]` removes the prefactor. At \(E_1=E_0\) Lean's division by zero returns zero, so \(A\) would be symmetric for any \(a,b\).

In a sum-over-states calculation restricted to one excited state with these imaginary amplitudes, symmetrising the tensor therefore discards a nonzero antisymmetric part whenever \(a\times b\neq0\).

## A single excited state

Keeping one state assumes that one excitation dominates. By hand, this leaves one cross product with nothing to cancel it; in the proof, the sum over `Unit` has one term. With two states, cancellation is possible, as a three-level system shows.

```lean
/-- The basis states of a three-level system; level `0` is the ground state. -/
def level (k : Fin 3) : Fin 3 → ℂ := Pi.single k 1

/-- The operator that couples the ground level to the two excited levels with
imaginary amplitudes `i x 0` and `i x 1`. -/
def transition (x : Fin 2 → ℝ) : Matrix (Fin 3) (Fin 3) ℂ :=
  !![0, -(Complex.I * x 0), -(Complex.I * x 1);
     Complex.I * x 0, 0, 0;
     Complex.I * x 1, 0, 0]

/-- The three-level transition operator is Hermitian and has the imaginary amplitudes
`i x n` from the ground level to the excited levels. -/
theorem transition_witness (x : Fin 2 → ℝ) : (transition x).IsHermitian ∧
    ∀ n : Fin 2, amp (level n.succ) (transition x) (level 0) = Complex.I * x n := by
  constructor
  · apply Matrix.IsHermitian.ext
    intro i j
    fin_cases i <;> fin_cases j <;> simp [transition]
  · intro n
    fin_cases n <;>
      simp [amp, level, transition, dotProduct, mulVec, Pi.single_apply]

/-- Amplitude vectors of `L`: along `x` for the first excited level, `y` for the second. -/
def vecL : Fin 2 → Fin 3 → ℝ := ![![1, 0, 0], ![0, 1, 0]]

/-- Amplitude vectors of `P`: along `y` for the first excited level, `x` for the second. -/
def vecP : Fin 2 → Fin 3 → ℝ := ![![0, 1, 0], ![1, 0, 0]]

/-- With two excited levels at energy `1` above the ground level, the hyperfine tensor can be
symmetric and nonzero although `a n × b n ≠ 0` for each of them. -/
theorem two_state_cancellation :
    hyperfine 0 (fun _ : Fin 2 => 1) (level 0) (fun n => level n.succ)
      (fun i => transition fun n => vecP n i) (fun j => transition fun n => vecL n j)
      = !![0, -2, 0; -2, 0, 0; 0, 0, 0] ∧ ∀ n, vecL n ⨯₃ vecP n ≠ 0 := by
  constructor
  · ext i j
    rw [hyperfine_apply (a := vecL) (b := vecP)]
    · fin_cases i <;> fin_cases j <;> simp [vecL, vecP, Fin.sum_univ_two]
    · exact fun i => (transition_witness fun n => vecP n i).1
    · exact fun n j => (transition_witness fun n => vecL n j).2 n
    · exact fun n j => (transition_witness fun n => vecP n j).2 n
  · intro n h
    -- the two cross products point along `+z` and `-z`
    have h2 := congrFun h 2
    fin_cases n <;> simp [vecL, vecP, cross_apply] at h2

end

end HyperfineAntisymmetry
```

`transition x` is Hermitian with amplitudes \(i\,x_n\), so it meets the hypotheses on \(P\) and \(L\). This is an algebraic example: the amplitudes are chosen by hand, not computed for a molecule. Excited state \(n=0,1\) is `level n.succ`, at energy 1 above the ground level. The vectors are

\[
a_0=b_1=(1,0,0),\qquad b_0=a_1=(0,1,0).
\]

The cross products are \((0,0,1)\) and \((0,0,-1)\), which cancel at equal energies. What remains is \(A_{01}=A_{10}=-2\), with all other entries zero. The proof evaluates these entries through `hyperfine_apply` and reads off component 2 of each cross product. Symmetry of the total tensor thus does not force each \(a_n\times b_n\) to vanish.

```lean
#print axioms HyperfineAntisymmetry.one_state_isSymm_iff
-- 'HyperfineAntisymmetry.one_state_isSymm_iff' depends on axioms: [propext, Classical.choice, Quot.sound]
#print axioms HyperfineAntisymmetry.two_state_cancellation
-- 'HyperfineAntisymmetry.two_state_cancellation' depends on axioms: [propext, Classical.choice, Quot.sound]
```
